# Exact conservation of a modified norm by the staggered Schrödinger step

## Question

Take a single level with real energy \(h\), write the amplitude as \(\psi = u + i v\) with real \(u, v\), and set \(\hbar = 1\), so that \(i\dot\psi = h\psi\) reads \(\dot u = h v\), \(\dot v = -h u\). With a step size \(\tau\) and \(a = \tau h\), I update the real part first and then the imaginary part with the new real part: \(u_1 = u + a v\), \(v_1 = v - a u_1\). The probability \(u^2 + v^2\) is not conserved: \((0,1)\) goes to \((a, 1 - a^2)\), with squared norm \(1 - a^2 + a^4\). But
\[
u_1^2 + v_1^2 + a u_1 v_1 = u_1^2 + v_1 (v_1 + a u_1) = u_1^2 + v_1 v = v^2 + u_1 (u_1 - a v) = u^2 + v^2 + a u v ,
\]
so a nearby quadratic form is conserved exactly.

I believe the same holds for a real symmetric \(n \times n\) matrix \(H\) and real vectors \(u, v\): the step \(u_1 = u + \tau H v\), \(v_1 = v - \tau H u_1\) preserves \(u\cdot u + v\cdot v + \tau\, u\cdot Hv\). How does one state and prove this in Lean 4 with Mathlib, and what does it imply for the true norm over many steps?

## Answer

### Modelling choices

The basis is labelled by a finite index type `n`. A wave function is a pair \(p = (u, v)\) of type `State n`, with `p.1` the real part \(u\) and `p.2` the imaginary part \(v\); no complex numbers occur. Both parts are taken at the same time; if they are instead read as values half a step apart, as in leapfrog schemes, \(u\cdot u + v\cdot v\) combines values from two times. The Hamiltonian is `H : Matrix n n ℝ`, and `H.IsSymm`, meaning \(H^T = H\), is hermiticity for a real matrix. The basis is taken as orthonormal, so the dot product `⬝ᵥ` is the physical inner product, and `*ᵥ` applies a matrix to a vector. The step size \(\tau\) is any real number, of either sign, and \(\hbar = 1\).

The map `step` is the update in the question, written \(S\) below; in its docstring the prime means the time derivative, whereas everywhere else it marks a second state. Three forms are defined on states \(p = (u,v)\) and \(q = (u',v')\):
\[
N(p) = u\cdot u + v\cdot v, \qquad Q(p) = N(p) + \tau\, u\cdot Hv, \qquad \omega(p,q) = u\cdot v' - v\cdot u' .
\]
They are `sqNorm`, `modNorm` and `symp`. Here \(N = \langle\psi,\psi\rangle\), and \(\omega = \operatorname{Im}\langle\psi,\psi'\rangle\) for \(\psi' = u' + iv'\). The modified norm can also be written \(Q = u\cdot u_1 + v\cdot v\), with the square of the real part replaced by the product of its old and new values. States are not normalised; a normalised start has \(N = 1\).

The size of \(H\) enters through a number \(L \ge 0\) with \(|Hx|^2 \le L^2 |x|^2\) for every real vector \(x\), where \(|x|^2 = x\cdot x\). This bound is a hypothesis, not derived from the entries of \(H\).

### Derivation by hand

**Symmetry.** For symmetric \(H\), \(x\cdot Hy = (H^T x)\cdot y = y\cdot Hx\).

**One step.** Put \(w = u_1\), so that \(u = w - \tau Hv\) and \(v_1 = v - \tau Hw\). Before the step,
\[
Q(u,v) = \big(w\cdot w - 2\tau\, w\cdot Hv + \tau^2 |Hv|^2\big) + v\cdot v + \big(\tau\, w\cdot Hv - \tau^2 |Hv|^2\big) = w\cdot w + v\cdot v - \tau\, w\cdot Hv .
\]
After the step,
\[
Q(w,v_1) = w\cdot w + \big(v\cdot v - 2\tau\, v\cdot Hw + \tau^2 |Hw|^2\big) + \big(\tau\, w\cdot Hv - \tau^2\, w\cdot H(Hw)\big) .
\]
Symmetry gives \(w\cdot H(Hw) = |Hw|^2\) and \(v\cdot Hw = w\cdot Hv\), so this too equals \(w\cdot w + v\cdot v - \tau\, w\cdot Hv\). Hence \(Q(Sp) = Q(p)\), and by induction \(Q(S^k p) = Q(p)\) for every \(k = 0, 1, 2, \dots\)

**Inverse.** From \((u_1, v_1)\) one recovers \(v = v_1 + \tau H u_1\) and then \(u = u_1 - \tau H v\). Conversely, the step applied to a pair \((u, v)\) built this way gives \(u + \tau Hv = u_1\) and \(v - \tau H u_1 = v_1\). Symmetry is not used.

**Symplectic form.** With \(w' = u' + \tau Hv'\) for the second state,
\[
\omega(Sp, Sq) = w\cdot v' - v\cdot w' - \tau\big(w\cdot Hw' - Hw\cdot w'\big),
\]
\[
\omega(p,q) = w\cdot v' - v\cdot w' - \tau\big(Hv\cdot v' - v\cdot Hv'\big),
\]
and both brackets vanish by symmetry.

**Comparison of \(Q\) and \(N\).** The Cauchy–Schwarz inequality and the bound on \(H\) give \((u\cdot Hv)^2 \le |u|^2 |Hv|^2 \le L^2 |u|^2 |v|^2\). Since
\[
\tfrac{L^2}{4}\big(|u|^2 + |v|^2\big)^2 - L^2 |u|^2 |v|^2 = \tfrac{L^2}{4}\big(|u|^2 - |v|^2\big)^2 \ge 0 ,
\]
it follows that \(|u\cdot Hv| \le \tfrac{L}{2} N\), and therefore \(|Q - N| \le \tfrac{|\tau| L}{2} N\).

**Stability.** Use the lower bound on \(Q\) at step \(k\) and the upper bound at step \(0\):
\[
\Big(1 - \tfrac{|\tau| L}{2}\Big) N(S^k p) \le Q(S^k p) = Q(p) \le \Big(1 + \tfrac{|\tau| L}{2}\Big) N(p) .
\]
For \(|\tau| L < 2\) the left factor is positive, and
\[
N(S^k p) \le \frac{2 + |\tau| L}{2 - |\tau| L}\, N(p) .
\]

**The threshold.** For one level with \(H = 1\) and \(\tau = 2\), where \(L = 1\) gives \(|\tau| L = 2\), start at \((u_0, v_0) = (0,1)\). Suppose \(u_k = (-1)^k(-2k)\) and \(v_k = (-1)^k(2k+1)\). Then \(u_{k+1} = u_k + 2v_k = (-1)^k(2k+2)\) and \(v_{k+1} = v_k - 2u_{k+1} = (-1)^{k+1}(2k+3)\), which is the same formula at \(k+1\). So \(N = (2k)^2 + (2k+1)^2\). Here \(Q = (u+v)^2\) stays equal to \(1\) but is degenerate and no longer confines the orbit.

### The Lean file

```lean
import Mathlib

open Matrix

namespace StaggeredSchrodinger

noncomputable section

variable {n : Type*} [Fintype n]

/-- A wave function `ψ = u + i v` stored as its real part `u` and imaginary part `v`. -/
abbrev State (n : Type*) := (n → ℝ) × (n → ℝ)

/-- The staggered step for `u' = H v`, `v' = -H u`: first `u₁ = u + τ H v`,
then `v₁ = v - τ H u₁` with the updated real part. -/
def step (H : Matrix n n ℝ) (τ : ℝ) (p : State n) : State n :=
  (p.1 + τ • H *ᵥ p.2, p.2 - τ • H *ᵥ (p.1 + τ • H *ᵥ p.2))

/-- The reversed step: first `v₀ = v + τ H u`, then `u₀ = u - τ H v₀`. -/
def stepBack (H : Matrix n n ℝ) (τ : ℝ) (p : State n) : State n :=
  (p.1 - τ • H *ᵥ (p.2 + τ • H *ᵥ p.1), p.2 + τ • H *ᵥ p.1)

/-- The squared norm `u·u + v·v` of the wave function. -/
def sqNorm (p : State n) : ℝ := p.1 ⬝ᵥ p.1 + p.2 ⬝ᵥ p.2

/-- The modified norm `u·u + v·v + τ u·(H v)`. -/
def modNorm (H : Matrix n n ℝ) (τ : ℝ) (p : State n) : ℝ :=
  p.1 ⬝ᵥ p.1 + p.2 ⬝ᵥ p.2 + τ * (p.1 ⬝ᵥ H *ᵥ p.2)

/-- The symplectic form `u·v' - v·u'` of two states `(u, v)` and `(u', v')`. -/
def symp (p q : State n) : ℝ := p.1 ⬝ᵥ q.2 - p.2 ⬝ᵥ q.1

/-- For symmetric `H` the matrix elements satisfy `x·(H y) = y·(H x)`. -/
theorem dot_mulVec_symm {H : Matrix n n ℝ} (hH : H.IsSymm) (x y : n → ℝ) :
    x ⬝ᵥ H *ᵥ y = y ⬝ᵥ H *ᵥ x := by
  have hT : Hᵀ = H := hH
  rw [Matrix.dotProduct_mulVec, ← Matrix.mulVec_transpose, hT, dotProduct_comm]

/-- For real symmetric `H` and any step size `τ`, one staggered step preserves
the modified norm exactly. -/
theorem modNorm_step {H : Matrix n n ℝ} (hH : H.IsSymm) (τ : ℝ) (p : State n) :
    modNorm H τ (step H τ p) = modNorm H τ p := by
  obtain ⟨u, v⟩ := p
  -- express everything through the updated real part w = u + τ H v
  obtain ⟨w, rfl⟩ : ∃ w, u = w - τ • H *ᵥ v := ⟨u + τ • H *ᵥ v, by simp⟩
  have h1 := dot_mulVec_symm hH w (H *ᵥ w)
  have h2 := dot_mulVec_symm hH v w
  have h3 := dotProduct_comm (H *ᵥ w) v
  have h4 := dotProduct_comm (H *ᵥ v) w
  simp only [modNorm, step, sub_add_cancel]
  simp only [Matrix.mulVec_sub, Matrix.mulVec_smul, dotProduct_sub, sub_dotProduct,
    dotProduct_smul, smul_dotProduct, smul_eq_mul]
  rw [h1, h3, h4, h2]
  ring

/-- For real symmetric `H` the modified norm is unchanged after any number of steps. -/
theorem modNorm_iterate {H : Matrix n n ℝ} (hH : H.IsSymm) (τ : ℝ) (p : State n) (k : ℕ) :
    modNorm H τ ((step H τ)^[k] p) = modNorm H τ p := by
  induction k with
  | zero => rfl
  | succ k ih => rw [Function.iterate_succ_apply', modNorm_step hH, ih]

/-- For any real `H` the reversed step is a two-sided inverse of the staggered step. -/
theorem stepBack_inverse (H : Matrix n n ℝ) (τ : ℝ) (p : State n) :
    stepBack H τ (step H τ p) = p ∧ step H τ (stepBack H τ p) = p := by
  obtain ⟨u, v⟩ := p
  constructor
  · simp only [stepBack, step, sub_add_cancel, add_sub_cancel_right]
  · simp only [stepBack, step, sub_add_cancel, add_sub_cancel_right]

/-- For real symmetric `H` the staggered step preserves the symplectic form. -/
theorem symp_step {H : Matrix n n ℝ} (hH : H.IsSymm) (τ : ℝ) (p q : State n) :
    symp (step H τ p) (step H τ q) = symp p q := by
  obtain ⟨u, v⟩ := p
  obtain ⟨u', v'⟩ := q
  obtain ⟨w, rfl⟩ : ∃ w, u = w - τ • H *ᵥ v := ⟨u + τ • H *ᵥ v, by simp⟩
  obtain ⟨w', rfl⟩ : ∃ w', u' = w' - τ • H *ᵥ v' := ⟨u' + τ • H *ᵥ v', by simp⟩
  -- each half step is a shear by a symmetric matrix
  have h1 : (H *ᵥ w) ⬝ᵥ w' = w ⬝ᵥ H *ᵥ w' := by
    rw [dotProduct_comm, dot_mulVec_symm hH]
  have h2 : (H *ᵥ v) ⬝ᵥ v' = v ⬝ᵥ H *ᵥ v' := by
    rw [dotProduct_comm, dot_mulVec_symm hH]
  simp only [symp, step, sub_add_cancel]
  simp only [dotProduct_sub, sub_dotProduct, dotProduct_smul, smul_dotProduct, smul_eq_mul]
  rw [h1, h2]
  ring

/-- If `|H x| ≤ L |x|` for all `x`, the modified norm differs from the squared norm
by at most `|τ| L / 2` times the squared norm. -/
theorem modNorm_sub_sqNorm_le {H : Matrix n n ℝ} {L : ℝ} (hL : 0 ≤ L)
    (hb : ∀ x, (H *ᵥ x) ⬝ᵥ (H *ᵥ x) ≤ L ^ 2 * (x ⬝ᵥ x)) (τ : ℝ) (p : State n) :
    |modNorm H τ p - sqNorm p| ≤ |τ| * L / 2 * sqNorm p := by
  obtain ⟨u, v⟩ := p
  have pos : ∀ x : n → ℝ, 0 ≤ x ⬝ᵥ x :=
    fun x => Finset.sum_nonneg fun i _ => mul_self_nonneg (x i)
  have ha := pos u
  have hv := pos v
  -- Cauchy-Schwarz
  have cs : (u ⬝ᵥ H *ᵥ v) ^ 2 ≤ (u ⬝ᵥ u) * ((H *ᵥ v) ⬝ᵥ (H *ᵥ v)) := by
    have h := Finset.sum_mul_sq_le_sq_mul_sq Finset.univ u (H *ᵥ v)
    simp only [sq] at h ⊢
    exact h
  have h1 : (u ⬝ᵥ H *ᵥ v) ^ 2 ≤ (u ⬝ᵥ u) * (L ^ 2 * (v ⬝ᵥ v)) :=
    cs.trans (mul_le_mul_of_nonneg_left (hb v) ha)
  -- arithmetic-geometric mean inequality
  have h2 : (u ⬝ᵥ H *ᵥ v) ^ 2 ≤ (L / 2 * (u ⬝ᵥ u + v ⬝ᵥ v)) ^ 2 := by
    nlinarith [sq_nonneg (L * (u ⬝ᵥ u - v ⬝ᵥ v))]
  have h3 : |u ⬝ᵥ H *ᵥ v| ≤ L / 2 * (u ⬝ᵥ u + v ⬝ᵥ v) :=
    abs_le_of_sq_le_sq h2 (mul_nonneg (by linarith) (by linarith))
  have e : modNorm H τ (u, v) - sqNorm (u, v) = τ * (u ⬝ᵥ H *ᵥ v) := by
    simp only [modNorm, sqNorm]
    ring
  rw [e, abs_mul]
  calc |τ| * |u ⬝ᵥ H *ᵥ v| ≤ |τ| * (L / 2 * (u ⬝ᵥ u + v ⬝ᵥ v)) :=
        mul_le_mul_of_nonneg_left h3 (abs_nonneg τ)
    _ = |τ| * L / 2 * sqNorm (u, v) := by
        simp only [sqNorm]
        ring

/-- For real symmetric `H` with `|H x| ≤ L |x|` and `|τ| L < 2`, the squared norm after any
number of steps is at most `(2 + |τ| L) / (2 - |τ| L)` times the initial squared norm. -/
theorem sqNorm_iterate_le {H : Matrix n n ℝ} (hH : H.IsSymm) {L τ : ℝ} (hL : 0 ≤ L)
    (hb : ∀ x, (H *ᵥ x) ⬝ᵥ (H *ᵥ x) ≤ L ^ 2 * (x ⬝ᵥ x)) (hτ : |τ| * L < 2)
    (p : State n) (k : ℕ) :
    sqNorm ((step H τ)^[k] p) ≤ (2 + |τ| * L) / (2 - |τ| * L) * sqNorm p := by
  have h0 := abs_le.mp (modNorm_sub_sqNorm_le hL hb τ p)
  have hk := abs_le.mp (modNorm_sub_sqNorm_le hL hb τ ((step H τ)^[k] p))
  -- the conserved modified norm links step k to step 0
  rw [modNorm_iterate hH] at hk
  rw [div_mul_eq_mul_div, le_div_iff₀ (by linarith)]
  nlinarith [h0.2, hk.1]

/-- For a single level with `H = 1` and `τ = 2`, starting from `u = 0`, `v = 1`, the squared
norm after `k` steps is `(2k)² + (2k+1)²`. -/
theorem growth_at_threshold (k : ℕ) :
    sqNorm ((step (1 : Matrix (Fin 1) (Fin 1) ℝ) 2)^[k] (fun _ => 0, fun _ => 1))
      = (2 * (k : ℝ)) ^ 2 + (2 * (k : ℝ) + 1) ^ 2 := by
  -- the orbit alternates in sign and grows linearly
  have orbit : ∀ m : ℕ,
      (step (1 : Matrix (Fin 1) (Fin 1) ℝ) 2)^[m] (fun _ => 0, fun _ => 1)
        = (fun _ => (-1 : ℝ) ^ m * (-(2 * (m : ℝ))),
           fun _ => (-1 : ℝ) ^ m * (2 * (m : ℝ) + 1)) := by
    intro m
    induction m with
    | zero => simp
    | succ m ih =>
      rw [Function.iterate_succ_apply', ih]
      refine Prod.ext (funext fun i => ?_) (funext fun i => ?_)
      all_goals
        simp only [step, Matrix.one_mulVec, Pi.add_apply, Pi.sub_apply, Pi.smul_apply,
          smul_eq_mul, pow_succ]
        push_cast
        ring
  have hs : (-1 : ℝ) ^ k * (-1) ^ k = 1 := by
    rw [← mul_pow]
    simp
  rw [orbit k]
  simp only [sqNorm, dotProduct, Fin.sum_univ_one]
  linear_combination ((2 * (k : ℝ)) ^ 2 + (2 * (k : ℝ) + 1) ^ 2) * hs

end

end StaggeredSchrodinger
```

```lean
#print axioms StaggeredSchrodinger.modNorm_step
#print axioms StaggeredSchrodinger.symp_step
#print axioms StaggeredSchrodinger.sqNorm_iterate_le
#print axioms StaggeredSchrodinger.growth_at_threshold
```

```
'StaggeredSchrodinger.modNorm_step' depends on axioms: [propext, Classical.choice, Quot.sound]
'StaggeredSchrodinger.symp_step' depends on axioms: [propext, Classical.choice, Quot.sound]
'StaggeredSchrodinger.sqNorm_iterate_le' depends on axioms: [propext, Classical.choice, Quot.sound]
'StaggeredSchrodinger.growth_at_threshold' depends on axioms: [propext, Classical.choice, Quot.sound]
```

### Remarks

**What the theorems say.** `modNorm_step` states that for every finite `n`, every symmetric real `H`, every real `τ` and every state `p`, the modified norm after one step equals that before it; there is no condition on the step size. `modNorm_iterate` says the same for `(step H τ)^[k] p`, the \(k\)-fold iterate, including \(k = 0\). `stepBack_inverse` says that `stepBack` undoes `step` from both sides, for any real matrix. `symp_step` says that one step preserves \(\omega\) for symmetric `H`. `modNorm_sub_sqNorm_le` is the comparison \(|Q - N| \le \tfrac{|\tau|L}{2}N\); it assumes `hL` and `hb` and no symmetry. `sqNorm_iterate_le` adds `hH` and `hτ` and gives the bound with a constant independent of `k`; for a normalised start and \(|\tau| L = 1\), the squared norm never exceeds \(3\). `growth_at_threshold` gives the squared norm \((2k)^2 + (2k+1)^2\) along one orbit from the normalised state \((0,1)\), with `Fin 1` as index type.

**Limits.** The dimension is finite, \(H\) is real and the same at every step, the step size is fixed, and arithmetic is exact. Complex Hermitian Hamiltonians, such as those with a magnetic vector potential, are not covered, nor are time-dependent ones. Nothing is stated about accuracy, that is, about how close \(S^k p\) is to the exact evolution over the time \(k\tau\). The threshold example shows growth for one matrix at \(|\tau| L = 2\), not for every matrix, and for \(|\tau| L \ge 2\) the file gives no general upper bound on the squared norm. That the smallest admissible \(L\) for a symmetric matrix is the largest modulus of an eigenvalue is standard linear algebra that the file neither uses nor proves.

**Bearing.** For wave-packet propagation on a finite grid with a real, time-independent Hamiltonian, such as a finite-difference kinetic term plus a local potential, the result gives a quantity that this explicit scheme conserves in exact arithmetic and a step-size condition under which the total probability stays bounded.

**The proof.** `dot_mulVec_symm` moves \(H\) to the left factor as \(H^T\), replaces \(H^T\) by \(H\) and swaps the factors. In `modNorm_step`, \(u\) is replaced by \(w - \tau Hv\), and the second `simp only` expands both sides into the dot products displayed above. Then `h1` is \(w\cdot H(Hw) = |Hw|^2\), `h2` is \(v\cdot Hw = w\cdot Hv\), and `h3`, `h4` put the factors of the cross terms in one order; `ring` does the cancellation. `modNorm_iterate` peels off the last step with `Function.iterate_succ_apply'`. In `stepBack_inverse` each composition collapses by cancelling an added and a subtracted term. `symp_step` changes variables in both states, and its `h1` and `h2` are the vanishing of the two brackets.

In `modNorm_sub_sqNorm_le`, `cs` is Cauchy–Schwarz, `h1` inserts `hb`, `h2` is the completed square, handed to `nlinarith` as the nonnegativity of \(L^2(|u|^2 - |v|^2)^2\), and `h3` takes the square root. In `sqNorm_iterate_le`, `h0.2` is the upper bound at step \(0\) and `hk.1` the lower bound at step \(k\), after \(Q(S^kp)\) has been rewritten as \(Q(p)\); clearing the positive denominator leaves twice the sum of the two. In `growth_at_threshold`, `orbit` is the induction on the explicit orbit and `hs`, \((-1)^k(-1)^k = 1\), removes the signs from the squares.

**A reusable technique.** The line `obtain ⟨w, rfl⟩ : ∃ w, u = w - τ • H *ᵥ v` is a change of variables. One supplies the witness \(u + \tau Hv\), and the pattern `rfl` then eliminates the variable `u` everywhere in favour of the fresh `w`. After that, `sub_add_cancel` reduces the updated real part to plain `w`, so the nested expression \(H(u + \tau Hv)\) never has to be multiplied out. It works whenever the old variable is a local one that can be solved for in terms of the new. Since `ring` treats each dot product as an opaque atom and does not identify \(x\cdot y\) with \(y\cdot x\), the equal ones are first rewritten to a common form.
